# With positive semidefinite A, a trace-minimization step does not raise the energy after orthonormalisation

Take orthonormal real orbitals, a real matrix \(A\) with nonnegative quadratic form, and a correction orthogonal to all the orbitals. If subtracting the correction does not raise the trace energy, then the corrected orbitals are linearly independent, and the energy computed with their inverse overlap is no higher than the starting energy. In electronic structure this covers one step of a trace-minimization eigensolver for a non-interacting Hamiltonian in a finite, real, orthonormal basis, with the energy zero chosen so that no level is negative.

The orbitals are the columns of \(X\). Rows are labelled by a finite type `n` (basis functions) and columns by a finite type `p` (orbitals).

```lean
import Mathlib

open Matrix

namespace TraceMinimization

noncomputable section

variable {n p q : Type*} [Fintype n] [Fintype p] [Fintype q]
```

The trace energy is \(E_A(X)=\operatorname{tr}(X^TAX)\), written `energy A X`. The definition does not require orthonormal columns.

```lean
/-- The trace energy `tr(Xᵀ A X)` of the orbitals stored in the columns of `X`. -/
def energy (A : Matrix n n ℝ) (X : Matrix n p ℝ) : ℝ :=
  Matrix.trace (Xᵀ * A * X)
```

For non-orthonormal orbitals \(Y\), the overlap-corrected energy is \(\rho_A(Y)=\operatorname{tr}\big((Y^TY)^{-1}Y^TAY\big)\), written `ritzTrace A Y`.

```lean
/-- The trace energy of non-orthonormal orbitals `Y`, corrected by the inverse of their
overlap matrix: `tr((Yᵀ Y)⁻¹ Yᵀ A Y)`. -/
def ritzTrace [DecidableEq p] (A : Matrix n n ℝ) (Y : Matrix n p ℝ) : ℝ :=
  Matrix.trace ((Yᵀ * Y)⁻¹ * (Yᵀ * A * Y))
```

## (a) The energy as a sum over orbitals

Let \(x_j\) be column \(j\) of \(X\). Show that the trace energy adds up the values of the quadratic form of \(A\) on the orbitals, which are expectation values when the orbitals are normalised:
\[
E_A(X)=\sum_j x_j^TAx_j .
\]

The diagonal entry \(j\) of \(X^TAX\) is \(\sum_{i,k}X_{ij}A_{ik}X_{kj}=x_j^TAx_j\), and the trace sums these entries. In Lean the column is `fun i => X i j`, `*ᵥ` applies a matrix to a vector and `⬝ᵥ` is the dot product. The proof unfolds both sides to the same sums.

```lean
/-- The trace energy is the sum of the quadratic forms of `A` on the individual orbitals. -/
theorem energy_eq_sum (A : Matrix n n ℝ) (X : Matrix n p ℝ) :
    energy A X = ∑ j, (fun i => X i j) ⬝ᵥ (A *ᵥ fun i => X i j) := by
  unfold energy
  rw [Matrix.mul_assoc]
  simp only [Matrix.trace, Matrix.diag_apply, Matrix.mul_apply, dotProduct, Matrix.mulVec,
    Matrix.transpose_apply]
```

## (b) Mixing orbitals with a coefficient matrix

For any coefficient matrix \(K\), possibly rectangular, show that
\[
E_A(YK)=\operatorname{tr}(KK^T\,Y^TAY).
\]

Since \((YK)^TA(YK)=K^T(Y^TAY)K\), moving \(K^T\) and \(K\) cyclically under the trace gives the result. The two uses of `trace_mul_comm` are these cyclic moves.

```lean
/-- The trace energy of the columns of `Y`, mixed by a coefficient matrix `K`, is `tr(K Kᵀ Yᵀ A Y)`.
-/
theorem energy_mul (A : Matrix n n ℝ) (Y : Matrix n p ℝ) (K : Matrix p q ℝ) :
    energy A (Y * K) = Matrix.trace (K * Kᵀ * (Yᵀ * A * Y)) := by
  have h : (Y * K)ᵀ * A * (Y * K) = Kᵀ * ((Yᵀ * A * Y) * K) := by
    rw [Matrix.transpose_mul]
    simp only [Matrix.mul_assoc]
  unfold energy
  rw [h, Matrix.trace_mul_comm, Matrix.mul_assoc, Matrix.trace_mul_comm]
```

## (c) An overlap matrix without a kernel

Show that for every real \(D\)
\[
\det(1+D^TD)\neq 0 .
\]

If \((1+D^TD)v=0\), multiplying by \(v^T\) from the left gives \(v^Tv+(Dv)^T(Dv)=0\). Both terms are nonnegative, so \(v^Tv=0\) and \(v=0\). The Lean proof assumes a zero determinant, obtains a nonzero kernel vector from it, and shows by the same argument that this vector is zero, a contradiction.

```lean
/-- The matrix `1 + Dᵀ D` is invertible for every real correction `D`. -/
theorem isUnit_one_add_gram [DecidableEq p] (D : Matrix n p ℝ) :
    IsUnit (1 + Dᵀ * D).det := by
  rw [isUnit_iff_ne_zero]
  intro h
  obtain ⟨v, hv, h0⟩ := Matrix.exists_mulVec_eq_zero_iff.mpr h
  -- a kernel vector would satisfy |v|² + |D v|² = 0
  have h2 : v ⬝ᵥ ((1 + Dᵀ * D) *ᵥ v) = 0 := by rw [h0, dotProduct_zero]
  rw [Matrix.add_mulVec, Matrix.one_mulVec, dotProduct_add, ← Matrix.mulVec_mulVec,
    Matrix.dotProduct_mulVec v, Matrix.vecMul_transpose] at h2
  have h3 : 0 ≤ v ⬝ᵥ v := Finset.sum_nonneg fun i _ => mul_self_nonneg (v i)
  have h4 : 0 ≤ (D *ᵥ v) ⬝ᵥ (D *ᵥ v) :=
    Finset.sum_nonneg fun i _ => mul_self_nonneg ((D *ᵥ v) i)
  exact hv (dotProduct_self_eq_zero.mp (by linarith))
```

## (d) The overlap after the correction

Let \(X^TX=1\) and \(X^TD=0\). Find the overlap of the corrected orbitals:
\[
(X-D)^T(X-D)=1+D^TD .
\]

The product expands to \(X^TX-X^TD-D^TX+D^TD\). The second term vanishes by hypothesis and the third is its transpose, which the proof records as `hDX`.

```lean
omit [Fintype p] in
/-- A correction orthogonal to orthonormal orbitals changes their overlap matrix from `1`
to `1 + Dᵀ D`. -/
theorem overlap_eq [DecidableEq p] {X D : Matrix n p ℝ} (hX : Xᵀ * X = 1)
    (hD : Xᵀ * D = 0) : (X - D)ᵀ * (X - D) = 1 + Dᵀ * D := by
  have hDX : Dᵀ * X = 0 := by
    have h := congrArg Matrix.transpose hD
    rwa [Matrix.transpose_mul, Matrix.transpose_transpose, Matrix.transpose_zero] at h
  rw [Matrix.transpose_sub, Matrix.sub_mul, Matrix.mul_sub, Matrix.mul_sub, hX, hD, hDX]
  simp
```

## (e) The energy difference made by the overlap correction

Suppose \(Y^TY=1+S\) with \(S=D^TD\), and put \(H=(Y^TY)^{-1}\). Show, for any real square \(A\), that
\[
E_A(Y)-\rho_A(Y)=E_A(YHD^T)+E_A(YHS).
\]

The left side is \(\operatorname{tr}\big((1-H)Y^TAY\big)\). Because \(H(1+S)=(1+S)H=1\),
\[
H(S+S^2)H=H(1+S)\,SH=SH=(1+S)H-H=1-H .
\]
Both \(H\) and \(S\) are symmetric, so \(HSH=(HD^T)(HD^T)^T\) and \(HS^2H=(HS)(HS)^T\). Part (b), with \(K=HD^T\) and then \(K=HS\), turns the two traces into energies.

In the code, part (c) supplies the inverse, `hs` is the symmetry of \(H\), and `hK` is the matrix identity, with its `calc` block following the displayed line.

```lean
/-- For orbitals with overlap `1 + Dᵀ D`, the trace energy minus the overlap-corrected energy is
itself a sum of two trace energies. -/
theorem energy_sub_ritzTrace [DecidableEq p] (A : Matrix n n ℝ) {Y D : Matrix n p ℝ}
    (hY : Yᵀ * Y = 1 + Dᵀ * D) :
    energy A Y - ritzTrace A Y =
      energy A (Y * ((Yᵀ * Y)⁻¹ * Dᵀ)) + energy A (Y * ((Yᵀ * Y)⁻¹ * (Dᵀ * D))) := by
  have hu : IsUnit (Yᵀ * Y).det := by
    rw [hY]
    exact isUnit_one_add_gram D
  have h1 := Matrix.nonsing_inv_mul _ hu
  have h2 := Matrix.mul_nonsing_inv _ hu
  have hs : ((Yᵀ * Y)⁻¹)ᵀ = (Yᵀ * Y)⁻¹ := by
    rw [Matrix.transpose_nonsing_inv, Matrix.transpose_mul, Matrix.transpose_transpose]
  rw [energy_mul, energy_mul]
  unfold ritzTrace energy
  obtain ⟨H, hH⟩ : ∃ H, H = (Yᵀ * Y)⁻¹ := ⟨_, rfl⟩
  rw [← hH] at h1 h2 hs ⊢
  rw [hY] at h1 h2
  -- the key identity 1 - H = H (S + S²) H with S = Dᵀ D
  have hK : H * Dᵀ * (H * Dᵀ)ᵀ + H * (Dᵀ * D) * (H * (Dᵀ * D))ᵀ = 1 - H := by
    have e1 : H * Dᵀ * (H * Dᵀ)ᵀ = H * (Dᵀ * D) * H := by
      rw [Matrix.transpose_mul, Matrix.transpose_transpose, hs]
      simp only [Matrix.mul_assoc]
    have e2 : (H * (Dᵀ * D))ᵀ = (Dᵀ * D) * H := by
      rw [Matrix.transpose_mul, hs, Matrix.transpose_mul, Matrix.transpose_transpose]
    rw [e1, e2]
    generalize Dᵀ * D = S at h1 h2 ⊢
    calc H * S * H + H * S * (S * H) = (H * (1 + S)) * ((1 + S) * H - H) := by noncomm_ring
      _ = 1 - H := by rw [h1, h2, one_mul]
  rw [← Matrix.trace_add, ← Matrix.add_mul, hK, Matrix.sub_mul, Matrix.one_mul,
    Matrix.trace_sub]
```

## (f) Independence of the orthonormalisation

Let a square matrix \(R\) orthonormalise \(Y\), so that \((YR)^T(YR)=1\). Show that the energy does not depend on which \(R\) was used:
\[
E_A(YR)=\rho_A(Y).
\]

The hypothesis reads \(R^T(Y^TY)R=1\). For square matrices a left inverse is also a right inverse, so \(RR^T(Y^TY)=1\) and \(RR^T=(Y^TY)^{-1}\). Part (b) with \(K=R\) finishes the argument. The step from left to right inverse is `mul_eq_one_comm`. The theorem takes \(R\) as given; the inverse square root of an invertible overlap is one choice.

```lean
/-- However the orbitals `Y` are orthonormalised by a square matrix `R`, the resulting trace
energy is the overlap-corrected energy of `Y`. -/
theorem energy_orthonormalised [DecidableEq p] (A : Matrix n n ℝ) {Y : Matrix n p ℝ}
    {R : Matrix p p ℝ} (hR : (Y * R)ᵀ * (Y * R) = 1) :
    energy A (Y * R) = ritzTrace A Y := by
  have h1 : (Rᵀ * (Yᵀ * Y)) * R = 1 := by
    rw [← hR, Matrix.transpose_mul]
    simp only [Matrix.mul_assoc]
  have h2 : R * Rᵀ * (Yᵀ * Y) = 1 := by
    rw [Matrix.mul_assoc]
    exact mul_eq_one_comm.mp h1
  rw [energy_mul, ritzTrace, Matrix.inv_eq_left_inv h2]
```

## (g) The trace-minimization step

Let \(v^TAv\ge 0\) for all \(v\), \(X^TX=1\), \(X^TD=0\) and \(E_A(X-D)\le E_A(X)\). Show that the overlap of \(X-D\) is the matrix found in (d), that it is invertible, and that
\[
\rho_A(X-D)\le E_A(X).
\]

The first two claims are parts (d) and (c). For the third, put \(Y=X-D\). By (a), both energies on the right of (e) are sums of nonnegative values of the quadratic form, hence
\[
\rho_A(Y)\le E_A(Y)\le E_A(X).
\]

The hypotheses `hA`, `hX`, `hD` and `hdec` are the four assumptions in this order, and `IsUnit` expresses invertibility, so the inverse in `ritzTrace` is a true one. Symmetry of \(A\) is not required. The condition \(X^TD=0\) makes \(D\) a tangent direction of the Grassmann manifold at the span of \(X\).

The correction is given, not constructed. A minimiser of \(E_A(X-D)\) under \(X^TD=0\) satisfies `hdec`, because \(D=0\) is admissible. The theorem concerns a single step and says nothing about convergence to eigenvectors.

Positivity stands for an energy zero placed at or below the spectrum when \(A\) is a symmetric Hamiltonian. A Hamiltonian with negative levels can be shifted to meet it, but `hdec` must then hold for the shifted matrix, since the shift also weights the growing norm of \(Y\).

```lean
/-- Trace minimization step: if `A` has a nonnegative quadratic form, and subtracting a correction
`D` orthogonal to the orthonormal orbitals `X` does not raise the trace energy, then the new overlap
matrix is `1 + Dᵀ D`, it is invertible, and the overlap-corrected energy of `X - D` does not exceed
the trace energy of `X`. -/
theorem trace_minimization_step [DecidableEq p] {A : Matrix n n ℝ} {X D : Matrix n p ℝ}
    (hA : ∀ v, 0 ≤ v ⬝ᵥ A *ᵥ v) (hX : Xᵀ * X = 1) (hD : Xᵀ * D = 0)
    (hdec : energy A (X - D) ≤ energy A X) :
    (X - D)ᵀ * (X - D) = 1 + Dᵀ * D ∧ IsUnit ((X - D)ᵀ * (X - D)) ∧
      ritzTrace A (X - D) ≤ energy A X := by
  have hY := overlap_eq hX hD
  refine ⟨hY, ?_, ?_⟩
  · rw [hY, Matrix.isUnit_iff_isUnit_det]
    exact isUnit_one_add_gram D
  · have hgap := energy_sub_ritzTrace A hY
    -- both terms of the gap are sums of nonnegative values of the quadratic form
    rw [energy_eq_sum A (_ * (_ * Dᵀ)), energy_eq_sum A (_ * (_ * (Dᵀ * D)))] at hgap
    have := add_nonneg (Finset.sum_nonneg fun j _ => hA _) (Finset.sum_nonneg fun j _ => hA _)
      |>.trans_eq hgap.symm
    linarith
```

## (h) Strict decrease

Now let \(v^TAv>0\) for every \(v\ne0\), and let \(D\neq 0\), with the other hypotheses of (g) unchanged. Show that
\[
\rho_A(X-D)<E_A(X).
\]

Put \(Z=YHD^T\), the matrix in the first energy of (e). Then \(Y^TZ=(Y^TY)HD^T=D^T\neq0\), so \(Z\neq0\). Some column of \(Z\) is nonzero and contributes a positive amount, so \(E_A(Z)>0\), while the other energy in (e) is nonnegative. The steps `hZ` and `hpos` establish these two facts about \(Z\).

```lean
/-- If `A` has a positive definite quadratic form, and a nonzero correction `D` orthogonal to the
orthonormal orbitals `X` does not raise the trace energy when subtracted, then the overlap-corrected
energy of `X - D` is strictly below the trace energy of `X`. -/
theorem trace_minimization_strict [DecidableEq p] {A : Matrix n n ℝ} {X D : Matrix n p ℝ}
    (hA : ∀ v, v ≠ 0 → 0 < v ⬝ᵥ A *ᵥ v) (hX : Xᵀ * X = 1) (hD : Xᵀ * D = 0)
    (hdec : energy A (X - D) ≤ energy A X) (hne : D ≠ 0) :
    ritzTrace A (X - D) < energy A X := by
  have hA' : ∀ v, 0 ≤ v ⬝ᵥ A *ᵥ v := by
    intro v
    by_cases hv : v = 0
    · simp [hv]
    · exact (hA v hv).le
  have hnn : ∀ Z : Matrix n p ℝ, 0 ≤ energy A Z := fun Z => by
    rw [energy_eq_sum]
    exact Finset.sum_nonneg fun j _ => hA' _
  have hY := overlap_eq hX hD
  have hgap := energy_sub_ritzTrace A hY
  have hu : IsUnit ((X - D)ᵀ * (X - D)).det := by
    rw [hY]
    exact isUnit_one_add_gram D
  generalize X - D = Y at *
  -- the first term of the gap belongs to a nonzero matrix
  have hZ : Y * ((Yᵀ * Y)⁻¹ * Dᵀ) ≠ 0 := by
    intro h
    have h1 : Yᵀ * (Y * ((Yᵀ * Y)⁻¹ * Dᵀ)) = Dᵀ := by
      rw [← Matrix.mul_assoc, ← Matrix.mul_assoc, Matrix.mul_nonsing_inv _ hu, Matrix.one_mul]
    rw [h, Matrix.mul_zero] at h1
    exact hne (Matrix.transpose_eq_zero.mp h1.symm)
  have hpos : 0 < energy A (Y * ((Yᵀ * Y)⁻¹ * Dᵀ)) := by
    rw [energy_eq_sum]
    refine Finset.sum_pos' (fun j _ => hA' _) ?_
    by_contra hcon
    apply hZ
    ext i j
    by_contra hij
    exact hcon ⟨j, Finset.mem_univ j, hA _ fun h0 => hij (congrFun h0 i)⟩
  have := hnn (Y * ((Yᵀ * Y)⁻¹ * (Dᵀ * D)))
  linarith
```

## (i) A two-dimensional instance

Take one orbital in the plane, with
\[
A=\begin{pmatrix}2&1\\1&1\end{pmatrix},\qquad X=\begin{pmatrix}1\\0\end{pmatrix},\qquad D=\begin{pmatrix}0\\1\end{pmatrix}.
\]
The starting orbital and the correction are defined first.

```lean
/-- A single starting orbital along the first axis of the plane. -/
def startOrbital : Matrix (Fin 2) (Fin 1) ℝ := !![1; 0]

/-- A correction along the second axis of the plane. -/
def correction : Matrix (Fin 2) (Fin 1) ℝ := !![0; 1]
```

Show that all hypotheses of (h) are met, using
\[
v^TAv=v_0^2+(v_0+v_1)^2 .
\]

This form vanishes only if \(v_0=v_1=0\), so it is positive definite. Clearly \(X^TX=1\), \(X^TD=0\) and \(D\ne0\). With \(Y=(1,-1)^T\), the energies are \(E_A(X)=2\) and \(E_A(Y)=2-2+1=1\), so the trace energy falls.

The overlap is \(Y^TY=2\), which gives \(\rho_A(Y)=\tfrac12\). This is the energy of the normalised orbital \((1,-1)^T/\sqrt2\). In (e), \(H=\tfrac12\) and \(S=1\), and each energy on the right equals \(\tfrac14\); their sum is the gap \(1-\tfrac12\).

The theorem checks the five hypotheses in turn, splitting the positivity proof according to whether \(v_0\) is zero.

```lean
/-- The matrix with rows `(2, 1)` and `(1, 1)`, with `startOrbital` and `correction`, meets all
hypotheses of the strict trace minimization step. -/
theorem trace_minimization_witness :
    (∀ v : Fin 2 → ℝ, v ≠ 0 → 0 < v ⬝ᵥ !![2, 1; 1, 1] *ᵥ v) ∧
      startOrbitalᵀ * startOrbital = 1 ∧ startOrbitalᵀ * correction = 0 ∧
      energy !![2, 1; 1, 1] (startOrbital - correction) ≤ energy !![2, 1; 1, 1] startOrbital ∧
      correction ≠ 0 := by
  refine ⟨?_, ?_, ?_, ?_, ?_⟩
  · intro v hv
    have h : v ⬝ᵥ !![2, 1; 1, 1] *ᵥ v = (v 0) ^ 2 + (v 0 + v 1) ^ 2 := by
      simp [Matrix.mulVec, dotProduct, Fin.sum_univ_two]
      ring
    rw [h]
    rcases eq_or_ne (v 0) 0 with h0 | h0
    · have h1 : v 1 ≠ 0 := fun h1 => hv (by ext i; fin_cases i <;> simp [h0, h1])
      have h2 : 0 < (v 1) ^ 2 := by positivity
      rw [h0]
      nlinarith
    · have h2 : 0 < (v 0) ^ 2 := by positivity
      nlinarith [sq_nonneg (v 0 + v 1)]
  · ext i j
    fin_cases i; fin_cases j
    simp [startOrbital, Matrix.mul_apply, Fin.sum_univ_two]
  · ext i j
    fin_cases i; fin_cases j
    simp [startOrbital, correction, Matrix.mul_apply, Fin.sum_univ_two]
  · simp only [energy_eq_sum]
    simp [startOrbital, correction, Matrix.mulVec, dotProduct, Fin.sum_univ_two]
  · intro h
    have h1 := congrFun (congrFun h 1) 0
    simp [correction] at h1
```

## (j) A negative definite matrix for which the energy rises

Keep \(X\) and \(D\) from (i), but take \(A=\operatorname{diag}(-2,-1)\). Show that the trace energy does not rise while the overlap-corrected energy does:
\[
E_A(X-D)\le E_A(X)<\rho_A(X-D).
\]

Here \(E_A(X)=-2\) and \(E_A(X-D)=-2-1=-3\). Dividing by the overlap \(2\) gives \(\rho_A(X-D)=-\tfrac32>-2\). The trace energy fell only because the vector became longer, and normalisation removes that gain. In the proof, `hinv` computes the inverse overlap, `hr` applies it, and `h1` and `h2` are the two trace energies.

```lean
/-- For `A = diag(-2, -1)`, subtracting `correction` from `startOrbital` does not raise the trace
energy, but the overlap-corrected energy of the result is above the trace energy of `startOrbital`.
-/
theorem positivity_needed :
    energy !![-2, 0; 0, -1] (startOrbital - correction) ≤ energy !![-2, 0; 0, -1] startOrbital ∧
      energy !![-2, 0; 0, -1] startOrbital <
        ritzTrace !![-2, 0; 0, -1] (startOrbital - correction) := by
  have hinv : ((startOrbital - correction)ᵀ * (startOrbital - correction))⁻¹ =
      (1 / 2 : ℝ) • (1 : Matrix (Fin 1) (Fin 1) ℝ) := by
    apply Matrix.inv_eq_left_inv
    rw [Matrix.smul_mul, Matrix.one_mul]
    ext i j
    fin_cases i; fin_cases j
    simp [startOrbital, correction, Matrix.mul_apply, Fin.sum_univ_two]
    norm_num
  have hr : ritzTrace !![-2, 0; 0, -1] (startOrbital - correction) =
      1 / 2 * energy !![-2, 0; 0, -1] (startOrbital - correction) := by
    rw [ritzTrace, hinv, Matrix.smul_mul, Matrix.one_mul, Matrix.trace_smul, smul_eq_mul, energy]
  have h1 : energy !![-2, 0; 0, -1] startOrbital = -2 := by
    rw [energy_eq_sum]
    simp [startOrbital, Matrix.mulVec, dotProduct, Fin.sum_univ_two]
  have h2 : energy !![-2, 0; 0, -1] (startOrbital - correction) = -3 := by
    rw [energy_eq_sum]
    simp [startOrbital, correction, Matrix.mulVec, dotProduct, Fin.sum_univ_two]
    norm_num
  rw [hr, h1, h2]
  norm_num

end

end TraceMinimization
```

```lean
#print axioms TraceMinimization.energy_orthonormalised
#print axioms TraceMinimization.trace_minimization_step
#print axioms TraceMinimization.trace_minimization_strict
#print axioms TraceMinimization.positivity_needed
```

```
'TraceMinimization.energy_orthonormalised' depends on axioms: [propext, Classical.choice, Quot.sound]
'TraceMinimization.trace_minimization_step' depends on axioms: [propext, Classical.choice, Quot.sound]
'TraceMinimization.trace_minimization_strict' depends on axioms: [propext, Classical.choice, Quot.sound]
'TraceMinimization.positivity_needed' depends on axioms: [propext, Classical.choice, Quot.sound]
```
